# The Gaussian isokinetic flow, weighted by exp(−U/kT), is divergence-free at kinetic energy (n − 1)kT/2

An isokinetic molecular dynamics run starts from momenta with a chosen kinetic energy, which the thermostat then holds fixed. For \(n\ge 2\) independent momentum components and a target temperature \(T\), the value to set is \((n-1)kT/2\), not \(nkT/2\), if the positions are to carry the Boltzmann weight \(e^{-U/kT}\). The calculation behind this number, for unit masses and a force derived from a potential \(U\), has two parts: finding the thermostatted acceleration, and computing the phase-space divergence of the weighted flow.

## Force, multiplier and constraint

Positions \(q\), momenta \(p\) and forces \(F\) are vectors in \(\mathbb R^n\), with \(n=3N\) for \(N\) atoms in space. In Lean they have type `Fin n → ℝ`.

```lean
import Mathlib

open Matrix

namespace GaussThermostat

noncomputable section

variable {n : ℕ}
```

The force comes from the potential,
\[ F_i(q) = -\frac{\partial U}{\partial q_i}. \]
`Function.update q i t` is \(q\) with its \(i\)-th coordinate replaced by \(t\), so the derivative below is the ordinary partial derivative. It is required at every \(q\), so a pair potential that diverges when two atoms meet is not covered as it stands.

```lean
/-- The force `F` is minus the gradient of the potential `U`, coordinate by coordinate. -/
def IsForceOf (U : (Fin n → ℝ) → ℝ) (F : (Fin n → ℝ) → Fin n → ℝ) : Prop :=
  ∀ q i, HasDerivAt (fun t => U (Function.update q i t)) (-(F q i)) (q i)
```

The thermostat adds a friction term whose coefficient depends on the state,
\[ \alpha = \frac{F\cdot p}{p\cdot p}. \]
Lean writes the dot product as `⬝ᵥ`.

```lean
/-- The thermostat multiplier `α = F·p / p·p`, for nonzero momentum `p`. -/
def multiplier (F p : Fin n → ℝ) : ℝ := (F ⬝ᵥ p) / (p ⬝ᵥ p)
```

With unit masses, \(\dot q = p\) and \(\dot p = a\). The thermostatted acceleration is \(a = F-\alpha p\).

```lean
/-- The thermostatted acceleration `F - α p`, for nonzero momentum `p`. -/
def gaussAcceleration (F p : Fin n → ℝ) : Fin n → ℝ := F - multiplier F p • p
```

Without a constraint the acceleration would be \(F\). Gauss's measure of how far \(a\) departs from it is \(|a-F|^2\).

```lean
/-- The squared distance of an acceleration `a` from the unconstrained one, `F`. -/
def deviation (F a : Fin n → ℝ) : ℝ := (a - F) ⬝ᵥ (a - F)
```

Fixed kinetic energy means \(\frac{d}{dt}\,\frac{p\cdot p}{2} = p\cdot a = 0\). Gauss's principle selects, among all accelerations that satisfy this, the one with the least deviation. The principle applies to constraints in general; the definition here is for this single one.

```lean
/-- The acceleration `a` satisfies `p·a = 0` and has the least deviation from `F` among all
accelerations that do. -/
def IsLeastConstraint (F p a : Fin n → ℝ) : Prop :=
  p ⬝ᵥ a = 0 ∧ ∀ b, p ⬝ᵥ b = 0 → deviation F a ≤ deviation F b
```

## Divergence in phase space

For a field with position part \(A(q,p)\) and momentum part \(B(q,p)\), the divergence is
\[ d=\sum_i \frac{\partial A_i}{\partial q_i}+\sum_i\frac{\partial B_i}{\partial p_i}. \]
The definition is a relation: it holds for a number \(d\) only if all these partial derivatives exist and sum to \(d\).

```lean
/-- The phase-space field with position part `A` and momentum part `B` has divergence `d` at
`(q, p)`: the partial derivatives `∂A_i/∂q_i` and `∂B_i/∂p_i` exist and sum to `d`. -/
def HasDivergenceAt (A B : (Fin n → ℝ) → (Fin n → ℝ) → Fin n → ℝ)
    (q p : Fin n → ℝ) (d : ℝ) : Prop :=
  ∃ dq dp : Fin n → ℝ,
    (∀ i, HasDerivAt (fun t => A (Function.update q i t) p i) (dq i) (q i)) ∧
    (∀ i, HasDerivAt (fun t => B q (Function.update p i t) i) (dp i) (p i)) ∧
    d = ∑ i, dq i + ∑ i, dp i
```

Since each derivative is unique, so is their sum. This is what later turns a formula for the divergence into a criterion for its vanishing.

```lean
/-- A phase-space field has at most one divergence at a given point. -/
theorem HasDivergenceAt.unique {A B : (Fin n → ℝ) → (Fin n → ℝ) → Fin n → ℝ}
    {q p : Fin n → ℝ} {d d' : ℝ} (h : HasDivergenceAt A B q p d)
    (h' : HasDivergenceAt A B q p d') : d = d' := by
  obtain ⟨a, b, ha, hb, rfl⟩ := h
  obtain ⟨a', b', ha', hb', rfl⟩ := h'
  rw [show a = a' from funext fun i => (ha i).unique (ha' i),
    show b = b' from funext fun i => (hb i).unique (hb' i)]
```

## The least-constraint acceleration

Two derivatives are recorded first, for use in the divergence calculation and in the harmonic example at the end. Changing \(p_i\) to \(t\) gives \(p+(t-p_i)e_i\), where \(e_i\) is the \(i\)-th unit vector. For a fixed vector \(c\), therefore,
\[ c\cdot p \;\to\; c\cdot p+c_i(t-p_i),\qquad p\cdot p\;\to\; p\cdot p+2p_i(t-p_i)+(t-p_i)^2, \]
and the derivatives at \(t=p_i\) are \(c_i\) and \(2p_i\). In the proof, `hu` is the displacement and `hd` and `hs` are the two expansions.

```lean
/-- The partial derivatives along `p_i` of `c·p` and of `p·p` are `c_i` and `2 p_i`. -/
theorem hasDerivAt_dot (c p : Fin n → ℝ) (i : Fin n) :
    HasDerivAt (fun t => c ⬝ᵥ Function.update p i t) (c i) (p i) ∧
    HasDerivAt (fun t => Function.update p i t ⬝ᵥ Function.update p i t)
      (2 * p i) (p i) := by
  -- moving one coordinate adds a multiple of a unit vector
  have hu : ∀ t, Function.update p i t = p + Pi.single i (t - p i) := by
    intro t
    ext j
    by_cases h : j = i
    · subst h
      simp
    · simp [h]
  have hd : ∀ (b : Fin n → ℝ) t,
      b ⬝ᵥ Function.update p i t = b ⬝ᵥ p + b i * (t - p i) := by
    intro b t
    rw [hu, dotProduct_add, dotProduct_single]
  have hs : ∀ t, Function.update p i t ⬝ᵥ Function.update p i t
      = p ⬝ᵥ p + 2 * p i * (t - p i) + (t - p i) ^ 2 := by
    intro t
    rw [hd, dotProduct_comm (Function.update p i t) p, hd, Function.update_self]
    ring
  have h0 := (hasDerivAt_id' (p i)).sub_const (p i)
  constructor
  · rw [funext (hd c)]
    exact ((h0.const_mul (c i)).const_add (c ⬝ᵥ p)).congr_deriv (mul_one _)
  · rw [funext hs]
    exact (((h0.const_mul (2 * p i)).const_add (p ⬝ᵥ p)).fun_add
      (h0.fun_pow 2)).congr_deriv (by simp)
```

The constraint fixes the multiplier. For a real number \(c\),
\[ p\cdot(F-cp)=F\cdot p-c\,p\cdot p, \]
and for \(p\neq0\) this vanishes exactly when \(c=\alpha\).

```lean
/-- For nonzero momentum, `F - c p` is orthogonal to `p` exactly when `c` is the thermostat
multiplier. -/
theorem constraint_iff (F : Fin n → ℝ) {p : Fin n → ℝ} (hp : p ≠ 0) (c : ℝ) :
    p ⬝ᵥ (F - c • p) = 0 ↔ c = multiplier F p := by
  have hS : p ⬝ᵥ p ≠ 0 := fun h => hp (dotProduct_self_eq_zero.1 h)
  rw [multiplier, dotProduct_sub, dotProduct_smul, smul_eq_mul, dotProduct_comm p F,
    eq_div_iff hS]
  constructor <;> intro h <;> linarith
```

Now let \(a_0=F-cp\) satisfy the constraint, and let \(a\) be any other acceleration that does. Since \(a-F=(a-a_0)-cp\),
\[ |a-F|^2=|a-a_0|^2-2c\,p\cdot(a-a_0)+|cp|^2 = |a-a_0|^2+|a_0-F|^2, \]
because \(p\cdot a=p\cdot a_0=0\). The coefficients in the final `linear_combination` are those of the cross term.

```lean
/-- If `a` and `F - c p` are both orthogonal to `p`, the deviation of `a` is that of `F - c p`
plus the squared distance between the two. -/
theorem deviation_split (F p a : Fin n → ℝ) (c : ℝ) (ha : p ⬝ᵥ a = 0)
    (hc : p ⬝ᵥ (F - c • p) = 0) :
    deviation F a = deviation F (F - c • p) + (a - (F - c • p)) ⬝ᵥ (a - (F - c • p)) := by
  simp only [dotProduct_sub, dotProduct_smul, smul_eq_mul] at hc
  simp only [deviation, sub_dotProduct, dotProduct_sub, smul_dotProduct, dotProduct_smul,
    smul_eq_mul, dotProduct_comm a p, dotProduct_comm F p]
  linear_combination (-2 * c) * ha + 2 * c * hc
```

With \(c=\alpha\), the identity gives \(|a-F|^2\ge|a_0-F|^2\), so \(a_0\) is a minimiser. If \(a\) is also one, then \(|a-a_0|^2\le0\) and \(a=a_0\). The theorem states both directions as an equivalence, and adds that \(F-cp\) is the minimiser only for \(c=\alpha\).

```lean
/-- Gauss's principle of least constraint at fixed kinetic energy: for nonzero momentum the
only minimiser is `F - α p`, and `α = F·p / p·p` is the only multiplier that gives it. -/
theorem gauss_principle (F : Fin n → ℝ) {p : Fin n → ℝ} (hp : p ≠ 0) :
    (∀ a, IsLeastConstraint F p a ↔ a = gaussAcceleration F p) ∧
    (∀ c : ℝ, IsLeastConstraint F p (F - c • p) ↔ c = multiplier F p) := by
  have hc := (constraint_iff F hp _).2 rfl
  have hnn : ∀ v : Fin n → ℝ, 0 ≤ v ⬝ᵥ v :=
    fun v => Finset.sum_nonneg fun i _ => mul_self_nonneg (v i)
  have hmin : ∀ a, IsLeastConstraint F p a ↔ a = F - multiplier F p • p := by
    intro a
    constructor
    · rintro ⟨ha, hle⟩
      have h1 := hle _ hc
      have h2 := deviation_split F p a _ ha hc
      have h3 := hnn (a - (F - multiplier F p • p))
      exact sub_eq_zero.1 (dotProduct_self_eq_zero.1 (le_antisymm (by linarith) h3))
    · rintro rfl
      refine ⟨hc, fun b hb => ?_⟩
      have h2 := deviation_split F p b _ hb hc
      have h3 := hnn (b - (F - multiplier F p • p))
      linarith
  refine ⟨hmin, fun c => ⟨fun h => (constraint_iff F hp c).1 h.1, fun h => ?_⟩⟩
  rw [h]
  exact (hmin _).2 rfl
```

## Compressibility of the thermostatted flow

The compressibility of the flow is its phase-space divergence, without any weight. At fixed \(q\), the quotient rule gives
\[ \frac{\partial\alpha}{\partial p_i}=\frac{F_i}{p\cdot p}-\frac{2(F\cdot p)\,p_i}{(p\cdot p)^2}, \]
and the product rule gives
\[ \frac{\partial}{\partial p_i}(F_i-\alpha p_i)=-\alpha-\frac{F_ip_i}{p\cdot p}+\frac{2(F\cdot p)\,p_i^2}{(p\cdot p)^2}. \]
Summing over \(i\) yields \(-n\alpha-\alpha+2\alpha=-(n-1)\alpha\). The position part \(p\) does not depend on \(q\) and contributes nothing.

The force is differentiated nowhere in this calculation, so any position-dependent \(F\) is allowed, with or without a potential. In the proof, `hder` is the derivative of one component and `hsum` carries out the sum.

```lean
/-- For any position-dependent force, the thermostatted flow `(p, F - α p)` has phase-space
divergence `-(n - 1) α` at nonzero momentum. -/
theorem compressibility (F : (Fin n → ℝ) → Fin n → ℝ) (q : Fin n → ℝ) {p : Fin n → ℝ}
    (hp : p ≠ 0) :
    HasDivergenceAt (fun _ p => p) (fun q p => gaussAcceleration (F q) p) q p
      (-((n : ℝ) - 1) * multiplier (F q) p) := by
  have hS : p ⬝ᵥ p ≠ 0 := fun h => hp (dotProduct_self_eq_zero.1 h)
  -- quotient and product rule for `α p_i`
  have hder : ∀ i, HasDerivAt (fun t => gaussAcceleration (F q) (Function.update p i t) i)
      (2 * (F q ⬝ᵥ p) / (p ⬝ᵥ p) ^ 2 * (p i * p i)
        - (p ⬝ᵥ p) / (p ⬝ᵥ p) ^ 2 * (F q i * p i) - (F q ⬝ᵥ p) / (p ⬝ᵥ p)) (p i) := by
    intro i
    obtain ⟨hN, hD⟩ := hasDerivAt_dot (F q) p i
    have hid : HasDerivAt (fun t => Function.update p i t i) 1 (p i) := by
      simp only [Function.update_self]
      exact hasDerivAt_id' (p i)
    have hne : Function.update p i (p i) ⬝ᵥ Function.update p i (p i) ≠ 0 := by
      rwa [Function.update_eq_self]
    refine (((hN.fun_div hD hne).fun_mul hid).const_sub (F q i)).congr_deriv ?_
    simp only [Function.update_eq_self]
    ring
  have hsum : ∀ A B C : ℝ, ∑ i, (A * (p i * p i) - B * (F q i * p i) - C)
      = A * (p ⬝ᵥ p) - B * (F q ⬝ᵥ p) - n * C := by
    intro A B C
    simp only [Finset.sum_sub_distrib, ← Finset.mul_sum, dotProduct, Finset.sum_const,
      Finset.card_univ, Fintype.card_fin, nsmul_eq_mul]
  refine ⟨fun _ => 0, _, fun i => hasDerivAt_const _ _, hder, ?_⟩
  rw [hsum, Finset.sum_const_zero, multiplier]
  field_simp
  ring
```

## The Boltzmann weight

A phase-space density \(\rho\) carried along by a flow \(v\) obeys the continuity equation \(\partial\rho/\partial t=-\operatorname{div}(\rho v)\), so it is unchanged in time if the divergence of the weighted flow \(\rho v\) vanishes. Take \(\rho=e^{-\beta U(q)}\) and multiply the thermostatted flow by it. The position part now contributes
\[ \sum_i\frac{\partial(\rho p_i)}{\partial q_i}=\beta\rho\sum_iF_ip_i=\beta\rho\,\alpha\,p\cdot p, \]
where the first equality uses \(F=-\nabla U\) and the second the definition of \(\alpha\). In the momentum part \(\rho\) is a constant factor, which leaves \(-\rho(n-1)\alpha\). Together,
\[ \operatorname{div}\bigl(\rho\,(p,F-\alpha p)\bigr)=\rho\,\alpha\,\bigl(\beta\,p\cdot p-(n-1)\bigr). \]
The steps `h1`, `h2` and `h3` are the position derivative, the momentum derivative and the identity \(F\cdot p=\alpha\,p\cdot p\). The formula holds for every real \(\beta\).

```lean
/-- The flow `(p, F - α p)` weighted by `exp(-β U)` has divergence
`exp(-β U) α (β p·p - (n - 1))` at nonzero momentum. -/
theorem canonical_divergence {U : (Fin n → ℝ) → ℝ} {F : (Fin n → ℝ) → Fin n → ℝ}
    (hF : IsForceOf U F) (β : ℝ) (q : Fin n → ℝ) {p : Fin n → ℝ} (hp : p ≠ 0) :
    HasDivergenceAt (fun q p => Real.exp (-β * U q) • p)
      (fun q p => Real.exp (-β * U q) • gaussAcceleration (F q) p) q p
      (Real.exp (-β * U q) * multiplier (F q) p * (β * (p ⬝ᵥ p) - ((n : ℝ) - 1))) := by
  have hS : p ⬝ᵥ p ≠ 0 := fun h => hp (dotProduct_self_eq_zero.1 h)
  obtain ⟨dq, dp, hdq, hdp, hs⟩ := compressibility F q hp
  have hz : ∑ i, dq i = 0 :=
    Finset.sum_eq_zero fun i _ => (hdq i).unique (hasDerivAt_const _ _)
  rw [hz, zero_add] at hs
  -- the Boltzmann factor responds to the positions only
  have h1 : ∀ i, HasDerivAt (fun t => Real.exp (-β * U (Function.update q i t)) * p i)
      (β * Real.exp (-β * U q) * (F q i * p i)) (q i) := by
    intro i
    refine (((hF q i).const_mul (-β)).exp.mul_const (p i)).congr_deriv ?_
    simp only [Function.update_eq_self]
    ring
  have h2 : ∀ i, HasDerivAt
      (fun t => Real.exp (-β * U q) * gaussAcceleration (F q) (Function.update p i t) i)
      (Real.exp (-β * U q) * dp i) (p i) := fun i => (hdp i).const_mul _
  have h3 : ∑ i, F q i * p i = multiplier (F q) p * (p ⬝ᵥ p) :=
    (div_mul_cancel₀ (F q ⬝ᵥ p) hS).symm
  refine ⟨_, _, h1, h2, ?_⟩
  rw [← Finset.mul_sum, ← Finset.mul_sum, h3, ← hs]
  ring
```

## Where the weighted flow is divergence-free

Keep the assumption \(F=-\nabla U\) and set \(\beta=1/kT\), where the positive number `kT` stands for the thermal energy of the canonical distribution one wants to sample. The exponential is never zero, so the divergence vanishes exactly when \(\alpha=0\), which means \(F\cdot p=0\), or when \(p\cdot p=(n-1)kT\). In the first case the force does no work at that instant and the thermostat is idle. The second is a condition on the kinetic energy, which the dynamics conserves, and so it can hold along a whole trajectory.

In the forward direction, `h.unique h0` equates the formula with zero, and the proof then examines the factors one by one.

```lean
/-- At temperature `kT > 0` and nonzero momentum, the flow weighted by `exp(-U/kT)` is
divergence-free exactly where `F·p = 0` or the kinetic energy equals `(n - 1) kT / 2`. -/
theorem stationary_iff {U : (Fin n → ℝ) → ℝ} {F : (Fin n → ℝ) → Fin n → ℝ}
    (hF : IsForceOf U F) {kT : ℝ} (hT : 0 < kT) (q : Fin n → ℝ) {p : Fin n → ℝ}
    (hp : p ≠ 0) :
    HasDivergenceAt (fun q p => Real.exp (-kT⁻¹ * U q) • p)
      (fun q p => Real.exp (-kT⁻¹ * U q) • gaussAcceleration (F q) p) q p 0 ↔
    F q ⬝ᵥ p = 0 ∨ (p ⬝ᵥ p) / 2 = ((n : ℝ) - 1) * kT / 2 := by
  have hS : p ⬝ᵥ p ≠ 0 := fun h => hp (dotProduct_self_eq_zero.1 h)
  have hk : kT * kT⁻¹ = 1 := mul_inv_cancel₀ hT.ne'
  have h := canonical_divergence hF kT⁻¹ q hp
  constructor
  · intro h0
    rcases mul_eq_zero.1 (h.unique h0) with e | e
    · rcases mul_eq_zero.1 e with e | e
      · exact absurd e (Real.exp_ne_zero _)
      · exact Or.inl ((div_eq_zero_iff.1 e).resolve_right hS)
    · right
      linear_combination (kT / 2) * e - (p ⬝ᵥ p) / 2 * hk
  · intro h0
    have e : Real.exp (-kT⁻¹ * U q) * multiplier (F q) p
        * (kT⁻¹ * (p ⬝ᵥ p) - ((n : ℝ) - 1)) = 0 := by
      rcases h0 with h0 | h0
      · rw [multiplier, h0, zero_div, mul_zero, zero_mul]
      · have e' : kT⁻¹ * (p ⬝ᵥ p) - ((n : ℝ) - 1) = 0 := by
          linear_combination (2 * kT⁻¹) * h0 + ((n : ℝ) - 1) * hk
        rw [e', mul_zero]
    rwa [e] at h
```

The criterion is local, at a single phase-space point with \(p\ne0\). Because \(p\cdot p\) is conserved, a further factor depending only on the kinetic energy would merely multiply the divergence; that argument leads on to a stationary density on the surface of fixed kinetic energy, but it is not formalised here. Nor does the criterion say anything about ergodicity or the error of a finite time step. All \(n\) momentum components are treated as free, so a separately conserved total momentum is not taken into account.

## One degree of freedom, and a mismatched force

For \(n=1\) and \(p\neq0\), the constraint \(pa=0\) leaves only \(a=0\), and the particle moves at constant velocity. The compressibility is zero and the weighted divergence is \(\beta\rho Fp\). The energy condition would require \(p=0\), which is excluded, so the weighted flow is divergence-free only where the force vanishes.

The relation between \(F\) and \(U\) matters as well. Take \(n=2\), \(U=0\) and the constant force \(F=(1,0)\), which is not \(-\nabla U\). At \(p=(\sqrt{kT},0)\) the kinetic energy is \(kT/2=(n-1)kT/2\), yet \(\rho=1\) and the divergence is \(-\alpha=-1/\sqrt{kT}\), which is not zero. In a simulation, such a mismatch arises when the forces are not minus the gradient of the energy that enters the Boltzmann weight.

A matched pair is the harmonic potential \(U=q\cdot q/2\) with \(F=-q\), since \(\partial U/\partial q_i=q_i\). The derivative of \(p\cdot p\) found earlier, applied to \(q\), proves it.

```lean
/-- The harmonic potential `q·q / 2` has the force `-q`. -/
theorem isForceOf_witness :
    IsForceOf (fun q : Fin n → ℝ => (q ⬝ᵥ q) / 2) (fun q => -q) := by
  intro q i
  exact ((hasDerivAt_dot q q i).2.div_const 2).congr_deriv (by simp)

end

end GaussThermostat
```

```lean
#print axioms GaussThermostat.gauss_principle
#print axioms GaussThermostat.stationary_iff
```

```
'GaussThermostat.gauss_principle' depends on axioms: [propext, Classical.choice, Quot.sound]
'GaussThermostat.stationary_iff' depends on axioms: [propext, Classical.choice, Quot.sound]
```
